# Normalised radial functions with real overlaps leave no $u$–$\dot u$ cross terms in the LAPW occupation matrix

The unit vector $u(E)=(\cos E,\sin E)$ has the perpendicular derivative $\dot u(E)=(-\sin E,\cos E)$, so $\|a\,u+b\,\dot u\|^2=|a|^2+|b|^2$ for all complex $a$ and $b$, with no cross term. The Lean file below proves the same cancellation for any differentiable, normalised $u(E)$ whose overlaps with $u(E_0)$ are real, and derives from it the entries and the trace of the LAPW occupation matrix, which is positive semidefinite when the occupation numbers are nonnegative.

```lean
import Mathlib

open Matrix
open scoped ComplexOrder ComplexConjugate

namespace LAPWOccupation

noncomputable section

variable {H : Type*} [NormedAddCommGroup H] [InnerProductSpace ℂ H]
variable {ι M : Type*} [Fintype ι] [Fintype M]

/-- The occupation matrix `n_mm' = ∑ i, f_i ⟨g_im, g_im'⟩` of projected orbitals `g_im`
with occupation numbers `f_i`. -/
def occupation (f : ι → ℝ) (g : ι → M → H) : Matrix M M ℂ :=
  Matrix.of fun m m' => ∑ i, (f i : ℂ) * inner ℂ (g i m) (g i m')

/-- The LAPW radial part `a_im u + b_im ud` of state `i` in channel `m`. -/
def lapwPart (u ud : H) (a b : ι → M → ℂ) (i : ι) (m : M) : H :=
  a i m • u + b i m • ud

/-- The overlap of a vector with itself is its squared norm. -/
lemma inner_self_ofReal (x : H) : inner ℂ x x = ((‖x‖ ^ 2 : ℝ) : ℂ) :=
  (inner_self_eq_norm_sq_to_K x).trans (Complex.ofReal_pow _ _).symm

/-- In a real space, a normalised radial function is orthogonal to its energy derivative. -/
theorem real_inner_energyDeriv {V : Type*} [NormedAddCommGroup V] [InnerProductSpace ℝ V]
    {u : ℝ → V} {ud : V} {E0 : ℝ} (hu : ∀ E, ‖u E‖ = 1) (hd : HasDerivAt u ud E0) :
    inner ℝ (u E0) ud = 0 := by
  have h := hd.inner ℝ hd
  have hc : (fun t => inner ℝ (u t) (u t)) = fun _ => (1 : ℝ) := by
    funext t
    rw [real_inner_self_eq_norm_sq, hu, one_pow]
  rw [hc] at h
  have h0 := h.unique (hasDerivAt_const E0 (1 : ℝ))
  have hs := real_inner_comm ud (u E0)
  linarith

/-- In a complex space, a normalised radial function whose overlaps with `u(E0)` are real
is orthogonal to its energy derivative at `E0`. -/
theorem inner_energyDeriv {u : ℝ → H} {ud : H} {E0 : ℝ} (hu : ∀ E, ‖u E‖ = 1)
    (hreal : ∀ E, (inner ℂ (u E0) (u E)).im = 0) (hd : HasDerivAt u ud E0) :
    inner ℂ (u E0) ud = 0 := by
  apply Complex.ext
  · -- normalisation removes the real part
    have h := hd.inner ℂ hd
    have hc : (fun t => inner ℂ (u t) (u t)) = fun _ => (1 : ℂ) := by
      funext t
      rw [inner_self_ofReal, hu, one_pow, Complex.ofReal_one]
    rw [hc] at h
    have h0 := h.unique (hasDerivAt_const E0 (1 : ℂ))
    rw [← inner_conj_symm ud (u E0)] at h0
    have h1 := congrArg Complex.re h0
    simp only [Complex.add_re, Complex.conj_re, Complex.zero_re] at h1 ⊢
    linarith
  · -- real overlaps remove the imaginary part
    have h := (hasDerivAt_const E0 (u E0)).inner ℂ hd
    rw [inner_zero_left, add_zero] at h
    have h1 := Complex.imCLM.hasFDerivAt.comp_hasDerivAt E0 h
    have hc : (Complex.imCLM ∘ fun t => inner ℂ (u E0) (u t)) = fun _ => (0 : ℝ) :=
      funext hreal
    rw [hc] at h1
    exact h1.unique (hasDerivAt_const E0 (0 : ℝ))

/-- The unit vectors `exp(iE)` in `ℂ` have derivative `i` at `E = 0`, and the overlap of the vector
at `E = 0` with that derivative is `i`, not zero. -/
theorem phase_breaks_orthogonality :
    (∀ E : ℝ, ‖Complex.exp (E * Complex.I)‖ = 1) ∧
    HasDerivAt (fun E : ℝ => Complex.exp (E * Complex.I)) Complex.I 0 ∧
    inner ℂ (Complex.exp ((0 : ℝ) * Complex.I)) Complex.I = Complex.I := by
  refine ⟨Complex.norm_exp_ofReal_mul_I, ?_, by simp⟩
  have h := ((hasDerivAt_id (0 : ℝ)).ofReal_comp.mul_const Complex.I).cexp
  simpa using h

/-- The quadratic form of the occupation matrix is the weighted sum of the squared norms of
the combined orbitals `∑ m, c_m g_im`. -/
theorem occupation_quadratic (f : ι → ℝ) (g : ι → M → H) (c : M → ℂ) :
    star c ⬝ᵥ (occupation f g *ᵥ c) =
      ((∑ i, f i * ‖∑ m, c m • g i m‖ ^ 2 : ℝ) : ℂ) := by
  rw [Complex.ofReal_sum]
  simp_rw [Complex.ofReal_mul, ← inner_self_ofReal, sum_inner, inner_sum,
    inner_smul_left, inner_smul_right]
  simp only [dotProduct, Matrix.mulVec, occupation, Matrix.of_apply, Pi.star_apply,
    Finset.mul_sum, Finset.sum_mul]
  -- bring the sum over states to the inside
  symm
  rw [Finset.sum_comm]
  refine Finset.sum_congr rfl fun m _ => ?_
  rw [Finset.sum_comm]
  refine Finset.sum_congr rfl fun m' _ => Finset.sum_congr rfl fun i _ => ?_
  rw [starRingEnd_apply]
  ring

/-- With nonnegative occupation numbers the occupation matrix is positive semidefinite. -/
theorem occupation_posSemidef {f : ι → ℝ} (hf : ∀ i, 0 ≤ f i) (g : ι → M → H) :
    (occupation f g).PosSemidef := by
  refine Matrix.PosSemidef.of_dotProduct_mulVec_nonneg ?_ fun c => ?_
  · refine Matrix.IsHermitian.ext fun m m' => ?_
    rw [← starRingEnd_apply]
    simp only [occupation, Matrix.of_apply, map_sum, map_mul, Complex.conj_ofReal,
      inner_conj_symm]
  · rw [occupation_quadratic]
    exact Complex.zero_le_real.mpr
      (Finset.sum_nonneg fun i _ => mul_nonneg (hf i) (sq_nonneg _))

/-- The LAPW occupation matrix has no cross terms between `a` and `b`, its `b` terms carry the
weight `‖ud‖²`, and it is positive semidefinite for nonnegative occupation numbers. -/
theorem lapw_occupation {u : ℝ → H} {ud : H} {E0 : ℝ} (hu : ∀ E, ‖u E‖ = 1)
    (hreal : ∀ E, (inner ℂ (u E0) (u E)).im = 0) (hd : HasDerivAt u ud E0)
    {f : ι → ℝ} (hf : ∀ i, 0 ≤ f i) (a b : ι → M → ℂ) :
    (∀ m m', occupation f (lapwPart (u E0) ud a b) m m' =
      ∑ i, (f i : ℂ) * (conj (a i m) * a i m' +
        ((‖ud‖ ^ 2 : ℝ) : ℂ) * (conj (b i m) * b i m'))) ∧
    (occupation f (lapwPart (u E0) ud a b)).PosSemidef := by
  refine ⟨fun m m' => ?_, occupation_posSemidef hf _⟩
  have h := inner_energyDeriv hu hreal hd
  have h' : inner ℂ ud (u E0) = 0 := inner_eq_zero_symm.mp h
  simp only [occupation, Matrix.of_apply, lapwPart]
  refine Finset.sum_congr rfl fun i _ => ?_
  simp only [inner_add_left, inner_add_right, inner_smul_left, inner_smul_right, h, h',
    inner_self_ofReal, hu, one_pow, Complex.ofReal_one]
  ring

/-- The trace of the LAPW occupation matrix is the weighted sum of
`|a_im|² + ‖ud‖² |b_im|²` over states and channels. -/
theorem lapw_trace {u : ℝ → H} {ud : H} {E0 : ℝ} (hu : ∀ E, ‖u E‖ = 1)
    (hreal : ∀ E, (inner ℂ (u E0) (u E)).im = 0) (hd : HasDerivAt u ud E0)
    (f : ι → ℝ) (a b : ι → M → ℂ) :
    (occupation f (lapwPart (u E0) ud a b)).trace =
      ((∑ i, ∑ m, f i * (‖a i m‖ ^ 2 + ‖ud‖ ^ 2 * ‖b i m‖ ^ 2) : ℝ) : ℂ) := by
  have h := inner_energyDeriv hu hreal hd
  have h' : inner ℂ ud (u E0) = 0 := inner_eq_zero_symm.mp h
  simp only [Matrix.trace, Matrix.diag_apply, occupation, Matrix.of_apply, lapwPart]
  rw [Finset.sum_comm, Complex.ofReal_sum]
  refine Finset.sum_congr rfl fun i _ => ?_
  rw [Complex.ofReal_sum]
  refine Finset.sum_congr rfl fun m _ => ?_
  simp only [inner_add_left, inner_add_right, inner_smul_left, inner_smul_right, h, h',
    inner_self_ofReal, hu, one_pow, Complex.ofReal_one]
  push_cast
  rw [← Complex.conj_mul' (a i m), ← Complex.conj_mul' (b i m)]
  ring

/-- The vector `(p, q)` of `ℂ²` with real components. -/
def realVec (p q : ℝ) : EuclideanSpace ℂ (Fin 2) :=
  (p : ℂ) • EuclideanSpace.single 0 1 + (q : ℂ) • EuclideanSpace.single 1 1

/-- The rotating vector `(cos E, sin E)` is normalised, has real overlaps, and has the
derivative `(-sin E, cos E)`. -/
theorem lapw_witness (E0 : ℝ) :
    (∀ E, ‖realVec (Real.cos E) (Real.sin E)‖ = 1) ∧
    (∀ E, (inner ℂ (realVec (Real.cos E0) (Real.sin E0))
      (realVec (Real.cos E) (Real.sin E))).im = 0) ∧
    HasDerivAt (fun E => realVec (Real.cos E) (Real.sin E))
      (realVec (-Real.sin E0) (Real.cos E0)) E0 := by
  have key : ∀ p q r s : ℝ,
      inner ℂ (realVec p q) (realVec r s) = ((p * r + q * s : ℝ) : ℂ) := by
    intro p q r s
    simp [realVec, PiLp.inner_apply]
    ring
  refine ⟨fun E => ?_, fun E => ?_, ?_⟩
  · have h := key (Real.cos E) (Real.sin E) (Real.cos E) (Real.sin E)
    rw [inner_self_ofReal] at h
    have h1 := Complex.ofReal_injective h
    nlinarith [Real.sin_sq_add_cos_sq E, norm_nonneg (realVec (Real.cos E) (Real.sin E))]
  · rw [key, Complex.ofReal_im]
  · exact ((Real.hasDerivAt_cos E0).ofReal_comp.smul_const _).fun_add
      ((Real.hasDerivAt_sin E0).ofReal_comp.smul_const _)

end

end LAPWOccupation
```

```lean
#print axioms LAPWOccupation.real_inner_energyDeriv
-- 'LAPWOccupation.real_inner_energyDeriv' depends on axioms: [propext, Classical.choice, Quot.sound]
#print axioms LAPWOccupation.phase_breaks_orthogonality
-- 'LAPWOccupation.phase_breaks_orthogonality' depends on axioms: [propext, Classical.choice, Quot.sound]
#print axioms LAPWOccupation.lapw_occupation
-- 'LAPWOccupation.lapw_occupation' depends on axioms: [propext, Classical.choice, Quot.sound]
#print axioms LAPWOccupation.lapw_trace
-- 'LAPWOccupation.lapw_trace' depends on axioms: [propext, Classical.choice, Quot.sound]
```

## From a muffin-tin sphere to a matrix

Fix one angular momentum $l$ and one atomic sphere of radius $R$. In the linearised augmented plane wave (LAPW) method, the $l$ part of the state $\psi_i$ inside the sphere is

$$\sum_m g_{im}(r)\,Y_{lm}(\hat r),\qquad g_{im}=a_{im}\,u+b_{im}\,\dot u ,$$

where $u=u(E_0)$ is the radial function at the linearisation energy $E_0$, $\dot u$ is its derivative with respect to energy at $E_0$, and $a_{im}$, $b_{im}$ are complex coefficients. With occupation numbers $f_i$, the occupation matrix of the shell is

$$n_{mm'}=\sum_i f_i\,\langle g_{im},g_{im'}\rangle ,$$

where the inner product is the radial integral $\langle g,h\rangle=\int_0^R g^*h\,r^2\,dr$. The angular functions have already been projected out, which is why entries with $m\neq m'$ need not vanish.

In the file, `H` is the space of radial functions, taken as an arbitrary complex inner-product space. The finite type `ι` labels the states, for instance pairs of band and $k$-point with the $k$-point weight absorbed in `f`, and `M` labels the channels $m$. The definition `occupation` is the formula for $n_{mm'}$ with arbitrary vectors `g i m`, and `lapwPart` is the combination $a_{im}u+b_{im}\dot u$. Neither the final entry formula nor positivity is built into these definitions.

Lean's `inner ℂ` is conjugate-linear in its first argument, so the complex conjugate falls on the index $m$ and not on $m'$. The opposite convention gives the transposed matrix, with the same trace and the same positivity.

## The hypotheses on the radial function

Three conditions on the curve `u : ℝ → H` carry the argument.

- `hu` says that $\|u(E)\|=1$ at every energy.
- `hd` says that $u$ is differentiable at $E_0$ with derivative `ud`, where the difference quotient converges in the norm of `H`.
- `hreal` says that $\langle u(E_0),u(E)\rangle$ has zero imaginary part for every $E$.

The last condition stands for the usual choice of real radial functions, whose overlap integrals are real. Some condition on the phase is needed, because normalisation alone leaves the phase of $u(E)$ free. The theorem `phase_breaks_orthogonality` shows what that freedom can do: the numbers $e^{iE}$ are unit vectors in $\mathbb C$, their derivative at $E=0$ is $i$, and the overlap of $1$ with $i$ is $i$, not zero.

The radial Schrödinger equation does not appear, so normalisation and differentiability are assumed and not derived from it. The basis consists of $u$ and $\dot u$ only, without local orbitals.

## Why the derivative is orthogonal

Differentiate the normalisation $\langle u(E),u(E)\rangle=1$ at $E_0$:

$$0=\langle u,\dot u\rangle+\langle\dot u,u\rangle=2\,\mathrm{Re}\,\langle u,\dot u\rangle .$$

In a real space the inner product is symmetric, so this already gives $\langle u,\dot u\rangle=0$, which is `real_inner_energyDeriv`. In a complex space the imaginary part remains. Since $\mathrm{Im}\,\langle u(E_0),u(E)\rangle=0$ for all $E$, its derivative at $E_0$ vanishes as well:

$$0=\frac{d}{dE}\,\mathrm{Im}\,\langle u(E_0),u(E)\rangle\Big|_{E_0}=\mathrm{Im}\,\langle u,\dot u\rangle .$$

Both parts are zero, so $\langle u,\dot u\rangle=0$.

The proof of `inner_energyDeriv` splits in the same way, with `Complex.ext` reducing the equation to its real and imaginary parts. For the real part, `hd.inner ℂ hd` is the product rule. The function being differentiated is rewritten as the constant $1$, and `unique` equates its two derivatives. Conjugate symmetry then turns the sum into twice a real part. For the imaginary part, the first argument of the inner product is held constant, and `Complex.imCLM`, the map that takes imaginary parts, is composed with the overlap. By `hreal` the composite is the zero function, and `unique` finishes the argument again.

## Entries and trace

Insert $g_{im}=a_{im}u+b_{im}\dot u$ into the overlap and expand:

$$\langle g_{im},g_{im'}\rangle=a_{im}^*a_{im'}\langle u,u\rangle+a_{im}^*b_{im'}\langle u,\dot u\rangle+b_{im}^*a_{im'}\langle\dot u,u\rangle+b_{im}^*b_{im'}\langle\dot u,\dot u\rangle .$$

The first inner product is $1$, the two in the middle vanish, and the last is $\|\dot u\|^2$. Therefore

$$n_{mm'}=\sum_i f_i\left(a_{im}^*a_{im'}+\|\dot u\|^2\,b_{im}^*b_{im'}\right).$$

This is the first half of `lapw_occupation`. Its proof obtains `h` from `inner_energyDeriv` and `h'` by symmetry, then lets `simp only` expand the overlaps and remove the mixed terms. The weight $\|\dot u\|^2$ also makes the units agree: $\dot u$ carries an inverse energy and $b_{im}$ an energy, so each product $\|\dot u\|^2\,b_{im}^*b_{im'}$ is dimensionless.

Setting $m'=m$ and summing over $m$ gives

$$\mathrm{tr}\,n=\sum_i\sum_m f_i\left(|a_{im}|^2+\|\dot u\|^2|b_{im}|^2\right),$$

the total occupation of the shell inside the sphere. The theorem `lapw_trace` states this for arbitrary real $f_i$, since no sign is needed. Its proof exchanges the two sums, expands the diagonal overlaps as before, and uses `Complex.conj_mul'` to identify $a^*a$ with $|a|^2$.

## Positivity from squared norms

Positivity does not depend on the orthogonality of $u$ and $\dot u$. For arbitrary vectors $g_{im}$ and complex coefficients $c_m$,

$$\sum_{m,m'}c_m^*\,n_{mm'}\,c_{m'}=\sum_i f_i\sum_{m,m'}c_m^*c_{m'}\langle g_{im},g_{im'}\rangle=\sum_i f_i\,\Big\|\sum_m c_m g_{im}\Big\|^2 .$$

If every $f_i\ge 0$, each term on the right is nonnegative. The matrix is also Hermitian:

$$n_{mm'}^*=\sum_i f_i\,\langle g_{im},g_{im'}\rangle^*=\sum_i f_i\,\langle g_{im'},g_{im}\rangle=n_{m'm}.$$

The identity is `occupation_quadratic`, where `star c ⬝ᵥ (occupation f g *ᵥ c)` is the left-hand side. The proof starts from the squared norms, writes them as inner products with `inner_self_ofReal`, and expands. The two uses of `Finset.sum_comm` move the sum over states inside the sums over channels, after which the terms agree one by one.

The theorem `occupation_posSemidef` combines the two facts. Mathlib's `PosSemidef` means that the matrix is Hermitian and its quadratic form is nonnegative. In the order on $\mathbb C$ used here, a nonnegative number is real and at least zero, and `Complex.zero_le_real` passes from the real sum to the complex one. The second half of `lapw_occupation` applies this theorem to the LAPW vectors.

## The rotating vector in $\mathbb C^2$

The opening example returns as `lapw_witness`, now placed in the complex space $\mathbb C^2$. For vectors with real components, the local statement `key` computes

$$\langle(p,q),(r,s)\rangle=pr+qs ,$$

which is real. The squared norm of $(\cos E,\sin E)$ is $\cos^2E+\sin^2E=1$, so the vector is normalised, and differentiating the components gives $(-\sin E_0,\cos E_0)$ at $E_0$. This derivative has norm $1$ by the same identity. All three hypotheses are therefore met by a curve with $\dot u\neq 0$, for which the $b$ terms do contribute.

## What this gives a Hubbard correction

Hubbard corrections in LAPW calculations take the shell occupation matrix as input, and for one $l$ shell described by $u$ and $\dot u$ alone, the result guarantees that this matrix has no negative eigenvalues when the occupation numbers are nonnegative. In an implementation that evaluates this formula directly with nonnegative occupation numbers, a clearly negative eigenvalue then points to an error in the weights or the assembly of the matrix. Wrong coefficients inserted consistently go unnoticed by this test, because the matrix is positive semidefinite for every choice of $a_{im}$ and $b_{im}$.

The entry formula alone gives no matching upper bound of $1$, even with $f_i\le 1$. Take a single channel and two states with $f_1=f_2=1$, one with $a=1$, $b=0$ and the other with $a=0$, $b=1/\|\dot u\|$, where $\dot u\neq 0$. Their radial parts are orthonormal, and the entry formula gives $n=1+1=2$. This is an algebraic example that places both states wholly inside the sphere; normalised LAPW states with these radial shapes also have weight outside it, so they contribute less than $1$ each. The matrix counts everything in the channel, and a channel with two independent radial functions has room for two states.
